# For \(t\ge 0\), the nearest-neighbour simple-cubic s band lies below its effective-mass parabola by between 0 and \((t/12)\sum_i k_i^4\)

## How far does the parabola overshoot the band?

I want the band to come from a Hamiltonian, not from a formula taken as given: orthonormal orbitals of zero on-site energy, one per site of \(\mathbb Z^d\), the lattice constant as unit of length, and amplitude \(-t\) for a hop to each nearest neighbour, with \(t\ge 0\). Near the band bottom I replace \(E(k)=-2t\sum_i\cos k_i\) by \(E(0)+t\sum_i k_i^2\). I believe that this overestimates the energy by at most \((t/12)\sum_i k_i^4\), at every real \(k\) and not just at small \(k\). Can that be made rigorous and machine-checked, starting from the hopping?

## A cosine bound on each axis, summed

The Hamiltonian acts on any complex function \(\psi\) on the lattice, so that plane waves are admitted although they are not square-summable for \(d>0\). With \(e_i\) the unit step along axis \(i\) and \(\psi_k(n)=e^{ik\cdot n}\),

\[
-t\sum_i\bigl[\psi_k(n+e_i)+\psi_k(n-e_i)\bigr]
=-t\sum_i\bigl(e^{ik_i}+e^{-ik_i}\bigr)\psi_k(n)=E(k)\,\psi_k(n).
\]

Since \(E(0)=-2td\), the deviation from the parabola is

\[
D(k)=t\sum_i k_i^2-\bigl(E(k)-E(0)\bigr)
=t\sum_i\bigl[k_i^2-2(1-\cos k_i)\bigr].
\]

From \(1-\cos x=2\sin^2(x/2)\le x^2/2\) we get \(\cos x\ge 1-x^2/2\). Integrating from 0 to \(x\ge 0\), four times in all, gives in turn

\[
\begin{aligned}
\sin x&\ge x-\tfrac{x^3}{6}, & \cos x&\le 1-\tfrac{x^2}{2}+\tfrac{x^4}{24},\\
\sin x&\le x-\tfrac{x^3}{6}+\tfrac{x^5}{120}, & \cos x&\ge 1-\tfrac{x^2}{2}+\tfrac{x^4}{24}-\tfrac{x^6}{720}.
\end{aligned}
\]

The cosine bounds are even, so they hold for all real \(x\). Hence \(0\le k_i^2-2(1-\cos k_i)\le k_i^4/12\). Multiplying by \(t\ge0\) and summing proves the claim.

If every \(|k_i|\le\kappa\), then \(k_i^4\le\kappa^2k_i^2\), and \(D(k)\) is at most \(\kappa^2/12\) times the parabolic energy.

The constant is also optimal. Let \(t>0\), \(d>0\), and suppose \(D(k)\le c\sum_i k_i^4\) for all \(k\). Taking every component equal to \(x\neq0\), the sixth-order bound gives \(t/12-tx^2/360\le c\), and \(x\to0\) yields \(c\ge t/12\).

### What the Lean statements say

A site is `n : Fin d → ℤ`, a wavevector is `k : Fin d → ℝ`, and `Pi.single i 1` is the step \(e_i\). `hopping` is the Hamiltonian, `planeWave` is \(\psi_k\), and `bandEnergy` is \(E(k)\). `hopping_planeWave` states the eigenvalue equation at every site; it makes no claim about the spectrum on square-summable states.

`effective_mass_bound` assumes only `0 ≤ t` and contains both inequalities. The wavevector is not confined to a Brillouin zone. The lattice constant \(a\) is the unit of length; restoring it for \(t>0\), the parabola corresponds to \(m^*=\hbar^2/(2ta^2)\), a mass that the file does not define. Longer hops, several orbitals and interactions are not covered.

For a free particle of mass \(m\) on a uniform cubic grid of spacing \(a\), the second-order nearest-neighbour stencil gives a plane wave the kinetic energy \(E(k)-E(0)\) with \(t=\hbar^2/(2ma^2)\) and \(k\) in units of \(1/a\). This is too low by \(D(k)\), so \(\kappa=0.5\) limits the relative error to about 2.1%.

```lean
import Mathlib

open Finset

namespace TightBindingEffectiveMass

noncomputable section

/-- Nearest-neighbour hopping Hamiltonian on the `d`-dimensional cubic lattice,
with amplitude `-t` for a hop to each neighbouring site. -/
def hopping {d : ℕ} (t : ℝ) (ψ : (Fin d → ℤ) → ℂ) (n : Fin d → ℤ) : ℂ :=
  -(t : ℂ) * ∑ i, (ψ (n + Pi.single i 1) + ψ (n + Pi.single i (-1)))

/-- The plane wave `exp (i k·n)` on the lattice, with the lattice constant as unit of length. -/
def planeWave {d : ℕ} (k : Fin d → ℝ) (n : Fin d → ℤ) : ℂ :=
  Complex.exp (((∑ j, k j * (n j : ℝ) : ℝ) : ℂ) * Complex.I)

/-- The tight-binding band `E(k) = -2t ∑ cos kᵢ`. -/
def bandEnergy {d : ℕ} (t : ℝ) (k : Fin d → ℝ) : ℝ :=
  -2 * t * ∑ i, Real.cos (k i)

/-- Moving `s` sites along axis `i` multiplies a plane wave by the phase `exp (i s kᵢ)`. -/
theorem planeWave_shift {d : ℕ} (k : Fin d → ℝ) (n : Fin d → ℤ) (i : Fin d) (s : ℤ) :
    planeWave k (n + Pi.single i s)
      = Complex.exp ((s : ℂ) * (k i : ℂ) * Complex.I) * planeWave k n := by
  have h : ∑ j, k j * (((n + Pi.single i s : Fin d → ℤ) j : ℤ) : ℝ)
      = ∑ j, k j * (n j : ℝ) + k i * (s : ℝ) := by
    simp [mul_add, Finset.sum_add_distrib, Pi.single_apply]
  unfold planeWave
  rw [h, ← Complex.exp_add]
  congr 1
  push_cast
  ring

/-- Every plane wave satisfies the eigenvalue equation of the hopping Hamiltonian
with energy `E(k)`. -/
theorem hopping_planeWave {d : ℕ} (t : ℝ) (k : Fin d → ℝ) (n : Fin d → ℤ) :
    hopping t (planeWave k) n = (bandEnergy t k : ℂ) * planeWave k n := by
  -- the two hops along one axis combine to a cosine
  have h : ∀ i, planeWave k (n + Pi.single i 1) + planeWave k (n + Pi.single i (-1))
      = 2 * ((Real.cos (k i) : ℝ) : ℂ) * planeWave k n := by
    intro i
    have e1 : ((1 : ℤ) : ℂ) * (k i : ℂ) * Complex.I = (k i : ℂ) * Complex.I := by
      push_cast
      ring
    have e2 : ((-1 : ℤ) : ℂ) * (k i : ℂ) * Complex.I = -(k i : ℂ) * Complex.I := by
      push_cast
      ring
    rw [planeWave_shift, planeWave_shift, e1, e2, Complex.ofReal_cos, Complex.cos]
    ring
  unfold hopping bandEnergy
  rw [Finset.sum_congr rfl (fun i _ => h i), ← Finset.sum_mul, ← Finset.mul_sum]
  push_cast
  ring

/-- A function differentiable on all of `ℝ` that vanishes at the origin and has nonnegative slope on
`[0, ∞)` is nonnegative there. -/
theorem nonneg_of_slope {f f' : ℝ → ℝ} (h0 : f 0 = 0) (hd : ∀ x, HasDerivAt f (f' x) x)
    (hp : ∀ x, 0 ≤ x → 0 ≤ f' x) (x : ℝ) (hx : 0 ≤ x) : 0 ≤ f x := by
  have hm : MonotoneOn f (Set.Ici 0) :=
    monotoneOn_of_deriv_nonneg (convex_Ici 0)
      (fun y _ => (hd y).continuousAt.continuousWithinAt)
      (fun y _ => (hd y).differentiableAt.differentiableWithinAt)
      (fun y hy => by
        rw [(hd y).deriv]
        exact hp y (interior_subset hy))
  have h := hm (Set.mem_Ici.2 le_rfl) (Set.mem_Ici.2 hx) hx
  linarith

/-- For every real `x`, the cosine lies between its Taylor polynomials of degree six
and degree four. -/
theorem cos_taylor_bounds (x : ℝ) :
    1 - x ^ 2 / 2 + x ^ 4 / 24 - x ^ 6 / 720 ≤ Real.cos x ∧
      Real.cos x ≤ 1 - x ^ 2 / 2 + x ^ 4 / 24 := by
  -- each bound follows from the previous one by comparing slopes
  have s3 := nonneg_of_slope (f := fun y => Real.sin y - (y - y ^ 3 / 6))
    (f' := fun y => Real.cos y - (1 - y ^ 2 / 2)) (by simp)
    (fun y => ((Real.hasDerivAt_sin y).fun_sub ((hasDerivAt_id' y).fun_sub
      ((hasDerivAt_pow 3 y).div_const 6))).congr_deriv (by
        simp only [Nat.cast_ofNat, Nat.reduceSub]; ring))
    (fun y _ => sub_nonneg.2 Real.one_sub_sq_div_two_le_cos)
  have c4 := nonneg_of_slope (f := fun y => (1 - y ^ 2 / 2 + y ^ 4 / 24) - Real.cos y)
    (f' := fun y => Real.sin y - (y - y ^ 3 / 6)) (by simp)
    (fun y => ((((hasDerivAt_const y (1 : ℝ)).fun_sub
      ((hasDerivAt_pow 2 y).div_const 2)).fun_add
      ((hasDerivAt_pow 4 y).div_const 24)).fun_sub (Real.hasDerivAt_cos y)).congr_deriv (by
        simp only [Nat.cast_ofNat, Nat.reduceSub]; ring)) s3
  have s5 := nonneg_of_slope (f := fun y => (y - y ^ 3 / 6 + y ^ 5 / 120) - Real.sin y)
    (f' := fun y => (1 - y ^ 2 / 2 + y ^ 4 / 24) - Real.cos y) (by simp)
    (fun y => ((((hasDerivAt_id' y).fun_sub
      ((hasDerivAt_pow 3 y).div_const 6)).fun_add
      ((hasDerivAt_pow 5 y).div_const 120)).fun_sub (Real.hasDerivAt_sin y)).congr_deriv (by
        simp only [Nat.cast_ofNat, Nat.reduceSub]; ring)) c4
  have c6 := nonneg_of_slope
    (f := fun y => Real.cos y - (1 - y ^ 2 / 2 + y ^ 4 / 24 - y ^ 6 / 720))
    (f' := fun y => (y - y ^ 3 / 6 + y ^ 5 / 120) - Real.sin y) (by simp)
    (fun y => ((Real.hasDerivAt_cos y).fun_sub ((((hasDerivAt_const y (1 : ℝ)).fun_sub
      ((hasDerivAt_pow 2 y).div_const 2)).fun_add
      ((hasDerivAt_pow 4 y).div_const 24)).fun_sub
      ((hasDerivAt_pow 6 y).div_const 720))).congr_deriv (by
        simp only [Nat.cast_ofNat, Nat.reduceSub]; ring)) s5
  -- negative arguments are covered by evenness
  rcases le_total 0 x with hx | hx
  · exact ⟨sub_nonneg.1 (c6 x hx), sub_nonneg.1 (c4 x hx)⟩
  · have h6 := sub_nonneg.1 (c6 (-x) (by linarith))
    have h4 := sub_nonneg.1 (c4 (-x) (by linarith))
    rw [Real.cos_neg] at h6 h4
    constructor <;> linarith

/-- The deviation of the band from its parabolic approximation is a sum of
one-dimensional contributions. -/
theorem deviation_eq {d : ℕ} (t : ℝ) (k : Fin d → ℝ) :
    t * ∑ i, k i ^ 2 - (bandEnergy t k - bandEnergy t (0 : Fin d → ℝ))
      = t * ∑ i, (k i ^ 2 - 2 * (1 - Real.cos (k i))) := by
  simp only [bandEnergy, Pi.zero_apply, Real.cos_zero, Finset.sum_sub_distrib,
    ← Finset.mul_sum]
  ring

/-- Effective-mass bound for `t ≥ 0`: at every wavevector the parabolic energy `t ∑ kᵢ²` exceeds
`E(k) - E(0)` by at least zero and at most `(t/12) ∑ kᵢ⁴`. -/
theorem effective_mass_bound {d : ℕ} {t : ℝ} (ht : 0 ≤ t) (k : Fin d → ℝ) :
    0 ≤ t * ∑ i, k i ^ 2 - (bandEnergy t k - bandEnergy t (0 : Fin d → ℝ)) ∧
      t * ∑ i, k i ^ 2 - (bandEnergy t k - bandEnergy t (0 : Fin d → ℝ))
        ≤ t / 12 * ∑ i, k i ^ 4 := by
  rw [deviation_eq]
  constructor
  · refine mul_nonneg ht (Finset.sum_nonneg fun i _ => ?_)
    have h : 1 - k i ^ 2 / 2 ≤ Real.cos (k i) := Real.one_sub_sq_div_two_le_cos
    linarith
  · calc t * ∑ i, (k i ^ 2 - 2 * (1 - Real.cos (k i)))
        ≤ t * ∑ i, k i ^ 4 / 12 := by
          refine mul_le_mul_of_nonneg_left (Finset.sum_le_sum fun i _ => ?_) ht
          linarith [(cos_taylor_bounds (k i)).2]
      _ = t / 12 * ∑ i, k i ^ 4 := by
          rw [← Finset.sum_div]
          ring

/-- If `t ≥ 0` and all components of the wavevector are at most `κ` in size, the deviation from the
parabola is at most the fraction `κ²/12` of the parabolic energy. -/
theorem relative_deviation_le {d : ℕ} {t κ : ℝ} (ht : 0 ≤ t) (k : Fin d → ℝ)
    (hk : ∀ i, |k i| ≤ κ) :
    t * ∑ i, k i ^ 2 - (bandEnergy t k - bandEnergy t (0 : Fin d → ℝ))
      ≤ κ ^ 2 / 12 * (t * ∑ i, k i ^ 2) := by
  have h : ∑ i, k i ^ 4 ≤ κ ^ 2 * ∑ i, k i ^ 2 := by
    rw [Finset.mul_sum]
    refine Finset.sum_le_sum fun i _ => ?_
    have h2 := pow_le_pow_left₀ (abs_nonneg (k i)) (hk i) 2
    rw [sq_abs] at h2
    linarith [mul_le_mul_of_nonneg_right h2 (sq_nonneg (k i))]
  have h3 := mul_le_mul_of_nonneg_left h (by positivity : 0 ≤ t / 12)
  linarith [(effective_mass_bound ht k).2]

/-- For `t > 0` and `d > 0` the constant `t/12` is optimal: any `c` for which the deviation is at
most `c ∑ kᵢ⁴` at all wavevectors is at least `t/12`. -/
theorem quartic_constant_optimal {d : ℕ} (hd : 0 < d) {t c : ℝ} (ht : 0 < t)
    (hc : ∀ k : Fin d → ℝ,
      t * ∑ i, k i ^ 2 - (bandEnergy t k - bandEnergy t (0 : Fin d → ℝ))
        ≤ c * ∑ i, k i ^ 4) :
    t / 12 ≤ c := by
  by_contra hn
  have hlt : 0 < t / 12 - c := sub_pos.2 (not_le.1 hn)
  -- a squared wavenumber so small that the sixth-order term cannot close the gap
  obtain ⟨s, hs, hts⟩ : ∃ s : ℝ, 0 < s ∧ t * s = 180 * (t / 12 - c) :=
    ⟨180 * (t / 12 - c) / t, div_pos (by linarith) ht, mul_div_cancel₀ _ ht.ne'⟩
  obtain ⟨x, hx⟩ : ∃ x : ℝ, x ^ 2 = s := ⟨Real.sqrt s, Real.sq_sqrt hs.le⟩
  have h := hc (fun _ => x)
  rw [deviation_eq] at h
  simp only [Finset.sum_const, Finset.card_univ, Fintype.card_fin, nsmul_eq_mul] at h
  have hd' : (0 : ℝ) < d := Nat.cast_pos.2 hd
  have h1 : t * (x ^ 2 - 2 * (1 - Real.cos x)) ≤ c * x ^ 4 :=
    le_of_mul_le_mul_left (by linarith) hd'
  have h2 : t * (x ^ 4 / 12 - x ^ 6 / 360) ≤ t * (x ^ 2 - 2 * (1 - Real.cos x)) :=
    mul_le_mul_of_nonneg_left (by linarith [(cos_taylor_bounds x).1]) ht.le
  have h4 : x ^ 4 = s ^ 2 := by rw [← hx]; ring
  have h6 : x ^ 6 = s ^ 3 := by rw [← hx]; ring
  have h3 := h2.trans h1
  rw [h4, h6] at h3
  have h5 : t * s ^ 3 = s ^ 2 * (180 * (t / 12 - c)) := by
    linear_combination s ^ 2 * hts
  have h7 : 0 < s ^ 2 * (t / 12 - c) := mul_pos (pow_pos hs 2) hlt
  linarith

end

end TightBindingEffectiveMass
```

```lean
#print axioms TightBindingEffectiveMass.hopping_planeWave
#print axioms TightBindingEffectiveMass.effective_mass_bound
#print axioms TightBindingEffectiveMass.relative_deviation_le
#print axioms TightBindingEffectiveMass.quartic_constant_optimal
```

```
'TightBindingEffectiveMass.hopping_planeWave' depends on axioms: [propext, Classical.choice, Quot.sound]
'TightBindingEffectiveMass.effective_mass_bound' depends on axioms: [propext, Classical.choice, Quot.sound]
'TightBindingEffectiveMass.relative_deviation_le' depends on axioms: [propext, Classical.choice, Quot.sound]
'TightBindingEffectiveMass.quartic_constant_optimal' depends on axioms: [propext, Classical.choice, Quot.sound]
```

### How the proof runs

`planeWave_shift` extracts the phase of a hop, and `hopping_planeWave` combines opposite phases into a cosine. `cos_taylor_bounds` carries out the four integrations as `s3`, `c4`, `s5` and `c6`, then treats negative `x` through `Real.cos_neg`. `deviation_eq` is the formula for \(D(k)\), and `Finset.sum_le_sum` adds the quartic bounds over the axes. `relative_deviation_le` does the same with \(k_i^4\le\kappa^2k_i^2\).

`quartic_constant_optimal` replaces the limit by a single wavevector. If \(c<t/12\), it chooses \(x^2=s\) with \(ts=180(t/12-c)\). The sixth-order term then closes only half of the gap between \(c\) and \(t/12\), which is a contradiction.

### Monotonicity in place of integrals

The proof turns on Mathlib's `monotoneOn_of_deriv_nonneg`: on a convex set, a continuous function whose derivative exists and is nonnegative in the interior is monotone. `nonneg_of_slope` applies it to \([0,\infty)\) with \(f(0)=0\), giving \(f(x)\ge f(0)=0\). No integral has to be evaluated. Each use takes a difference `f` and its derivative `f'`, and the nonnegativity of `f'` is exactly the preceding bound. Thus `s3` is passed directly to `c4`, `c4` to `s5`, and `s5` to `c6`.
